# When a k-mesh sum at fixed magnetisation can be reduced by symmetry with any choice of representatives

The theorem `reduction_exact_iff` concerns a real k-resolved energy E(k, m) on a finite k-mesh, unchanged when an operation of a group G acts on k and the magnetisation m together. For a subgroup H and a fixed m, it states that the sum over one representative per H-orbit, weighted by orbit size, equals the full mesh sum for every choice of representatives if and only if E(k, hm) = E(k, m) for all h in H and all k. The sums are plain totals, not divided by the number of mesh points. For the forward direction, the proof compares two choices that differ only on the orbit of k, one using k and the other h⁻¹k, so that equal totals force E(h⁻¹k, m) = E(k, m), and covariance then gives the claim. The converse replaces each representative's energy by that of the original k-point, using the assumed invariance and covariance.

As first written in Lean, the proof fails:

```lean
import Mathlib

open ComplexConjugate

namespace ReductionExactIff

noncomputable section

variable {G K M : Type*} [Group G] [MulAction G K] [MulAction G M]

/-- The k-resolved energy is unchanged when a symmetry operation acts on the k-point and on
the magnetisation together. -/
def IsCovariant (G : Type*) {K M : Type*} [Group G] [MulAction G K] [MulAction G M]
    (E : K → M → ℝ) : Prop :=
  ∀ (g : G) (k : K) (m : M), E (g • k) (g • m) = E k m

/-- The energy summed over the full k-mesh at magnetisation `m`. -/
def meshEnergy [Fintype K] (E : K → M → ℝ) (m : M) : ℝ := ∑ k, E k m

/-- The map `ρ` sends every k-point to a representative of its orbit under the subgroup `H`,
the same one for the whole orbit. -/
structure IsReduction (H : Subgroup G) (ρ : K → K) : Prop where
  mem : ∀ k, ∃ h ∈ H, ρ k = h • k
  const : ∀ h ∈ H, ∀ k, ρ (h • k) = ρ k

/-- The energy summed over the representatives only, each weighted by the number of mesh
points that it represents. -/
def reducedEnergy [Fintype K] [DecidableEq K] (ρ : K → K) (E : K → M → ℝ) (m : M) : ℝ :=
  ∑ q ∈ Finset.univ.image ρ, (Finset.univ.filter (fun k => ρ k = q)).card • E q m

/-- The weighted sum over representatives is the mesh sum with each k-point replaced by its
representative. -/
theorem reducedEnergy_eq_sum [Fintype K] [DecidableEq K] (ρ : K → K) (E : K → M → ℝ) (m : M) :
    reducedEnergy ρ E m = ∑ k, E (ρ k) m :=
  (Finset.sum_comp (fun q => E q m) ρ).symm

/-- Every subgroup admits a choice of orbit representatives. -/
theorem exists_reduction (H : Subgroup G) : ∃ ρ : K → K, IsReduction H ρ := by
  refine ⟨fun k => (Quotient.mk (MulAction.orbitRel H K) k).out, ?_, ?_⟩
  · intro k
    obtain ⟨h, hk⟩ := MulAction.orbitRel_apply.mp
      (Quotient.mk_out (s := MulAction.orbitRel H K) k)
    exact ⟨h.1, h.2, hk.symm⟩
  · intro h hh k
    exact congrArg Quotient.out (Quotient.sound (s := MulAction.orbitRel H K)
      (MulAction.orbitRel_apply.mpr ⟨⟨h, hh⟩, rfl⟩))

/-- For a covariant energy, reduction by `H` is exact at `m` for every choice of
representatives if and only if turning `m` by `H` changes no k-resolved energy. -/
theorem reduction_exact_iff [Fintype K] [DecidableEq K] {E : K → M → ℝ}
    (hE : IsCovariant G E) (H : Subgroup G) (m : M) :
    (∀ ρ : K → K, IsReduction H ρ → reducedEnergy ρ E m = meshEnergy E m) ↔
      ∀ h ∈ H, ∀ k, E k (h • m) = E k m := by
  constructor
  · intro hall h hh k
    obtain ⟨ρ, hρ⟩ := exists_reduction (K := K) H
    -- the representative of the orbit of k may be replaced by any other point p of it
    have hrep : ∀ p, (∃ c ∈ H, p = c • k) →
        IsReduction H (fun x => if ρ x = ρ k then p else ρ x) := by
      rintro p ⟨c, hc, hp⟩
      refine ⟨fun x => ?_, fun a ha x => ?_⟩
      · obtain ⟨a, ha, hax⟩ := hρ.mem x
        obtain ⟨b, hb, hbk⟩ := hρ.mem k
        by_cases e : ρ x = ρ k
        · refine ⟨c * b⁻¹ * a, H.mul_mem (H.mul_mem hc (H.inv_mem hb)) ha, ?_⟩
          change (if ρ x = ρ k then p else ρ x) = _
          rw [if_pos e, mul_smul, mul_smul, ← hax, e, hbk, inv_smul_smul]
          exact hp
        · refine ⟨a, ha, ?_⟩
          change (if ρ x = ρ k then p else ρ x) = _
          rw [if_neg e]
          exact hax
      · change (if ρ (a • x) = ρ k then p else ρ (a • x)) = if ρ x = ρ k then p else ρ x
        rw [hρ.const a ha x]
    have h1 := hall _ (hrep (h⁻¹ • k) ⟨h⁻¹, H.inv_mem hh, rfl⟩)
    have h2 := hall _ (hrep k ⟨1, H.one_mem, (one_smul G k).symm⟩)
    rw [reducedEnergy_eq_sum] at h1 h2
    -- the two reduced sums differ only on the orbit of k
    have key : ∑ x, (if ρ x = ρ k then E (h⁻¹ • k) m - E k m else 0) = 0 := by
      rw [← sub_eq_zero.mpr (h1.trans h2.symm), ← Finset.sum_sub_distrib]
      refine Finset.sum_congr rfl fun x _ => ?_
      by_cases hx : ρ x = ρ k <;> simp [hx]
    rw [← Finset.sum_filter, Finset.sum_const, nsmul_eq_mul, mul_eq_zero] at key
    have hcov := hE h (h⁻¹ • k) m
    rw [smul_inv_smul] at hcov
    rcases key with h0 | h0
    · have hempty := Finset.card_eq_zero.mp (Nat.cast_eq_zero.mp h0)
      have hk : k ∈ Finset.univ.filter (fun x => ρ x = ρ k) := by simp
      rw [hempty] at hk
      exact absurd hk (Finset.notMem_empty k)
    · linarith
  · intro h ρ hρ
    rw [reducedEnergy_eq_sum]
    refine Finset.sum_congr rfl fun k _ => ?_
    obtain ⟨a, ha, hk⟩ := hρ.mem k
    rw [hk, ← h a ha (a • k), hE]

end

end ReductionExactIff
```

Lean reports:

```
Main.lean:79:76: error: unsolved goals
case neg
G : Type u_1
K : Type u_2
M : Type u_3
inst✝⁴ : Group G
inst✝³ : MulAction G K
inst✝² : MulAction G M
inst✝¹ : Fintype K
inst✝ : DecidableEq K
E : K → M → ℝ
hE : IsCovariant G E
H : Subgroup G
m : M
hall : ∀ (ρ : K → K), IsReduction H ρ → reducedEnergy ρ E m = meshEnergy E m
h : G
hh : h ∈ H
k : K
ρ : K → K
hρ : IsReduction H ρ
hrep : ∀ (p : K), (∃ c ∈ H, p = c • k) → IsReduction H fun x => if ρ x = ρ k then p else ρ x
h1 : ∑ k_1, E (if ρ k_1 = ρ k then h⁻¹ • k else ρ k_1) m = meshEnergy E m
h2 : ∑ k_1, E (if ρ k_1 = ρ k then k else ρ k_1) m = meshEnergy E m
x : K
x✝ : x ∈ Finset.univ
hx : ¬ρ x = ρ k
⊢ ∑ x, E (if ρ x = ρ k then h⁻¹ • k else ρ x) m - ∑ x, E (if ρ x = ρ k then k else ρ x) m = 0
```

The error is in the proof of `key`, which says that a sum with terms `if ρ x = ρ k then … else 0` equals 0. The step `rw [← sub_eq_zero.mpr …]` uses an equation of the form "difference of the two reduced sums = 0" from right to left, so it replaces 0 by that difference. `rw` replaces every instance of the 0 it matches, including the one in the `else` branch as well as the one on the right-hand side. For a point x outside the orbit of k, `simp` is therefore left to show that the whole difference of sums is 0, instead of the trivial 0 = 0. That is the goal in the message, and `simp [hx]` is not given the equation that would close it.

The repair stores the equation as `hd`, combines its two sums into one there, and joins it to the termwise comparison with `Eq.trans`. The goal is never rewritten, so the `else` branch stays 0 and `simp` closes both cases.

The removal of the three `change` lines is mere tidying, as no error was reported there.

The mended proof, as a diff:

```diff
@@ -64,13 +64,10 @@
         by_cases e : ρ x = ρ k
         · refine ⟨c * b⁻¹ * a, H.mul_mem (H.mul_mem hc (H.inv_mem hb)) ha, ?_⟩
-          change (if ρ x = ρ k then p else ρ x) = _
           rw [if_pos e, mul_smul, mul_smul, ← hax, e, hbk, inv_smul_smul]
           exact hp
         · refine ⟨a, ha, ?_⟩
-          change (if ρ x = ρ k then p else ρ x) = _
           rw [if_neg e]
           exact hax
-      · change (if ρ (a • x) = ρ k then p else ρ (a • x)) = if ρ x = ρ k then p else ρ x
-        rw [hρ.const a ha x]
+      · rw [hρ.const a ha x]
     have h1 := hall _ (hrep (h⁻¹ • k) ⟨h⁻¹, H.inv_mem hh, rfl⟩)
     have h2 := hall _ (hrep k ⟨1, H.one_mem, (one_smul G k).symm⟩)
@@ -78,6 +75,7 @@
     -- the two reduced sums differ only on the orbit of k
     have key : ∑ x, (if ρ x = ρ k then E (h⁻¹ • k) m - E k m else 0) = 0 := by
-      rw [← sub_eq_zero.mpr (h1.trans h2.symm), ← Finset.sum_sub_distrib]
-      refine Finset.sum_congr rfl fun x _ => ?_
+      have hd := sub_eq_zero.mpr (h1.trans h2.symm)
+      rw [← Finset.sum_sub_distrib] at hd
+      refine Eq.trans (Finset.sum_congr rfl fun x _ => ?_) hd
       by_cases hx : ρ x = ρ k <;> simp [hx]
     rw [← Finset.sum_filter, Finset.sum_const, nsmul_eq_mul, mul_eq_zero] at key
```
